# Trace of the one-particle density matrix and contraction of the two-particle one at fixed particle number

**Q:** Show me the smallest case in which anything happens.

**A:** Take two fermionic modes $0,1$, annihilators $a_0,a_1$, and the filled state $\psi=|11\rangle$, so $N=2$, with $a_0\psi=|01\rangle$ and $a_1\psi=-|10\rangle$. Write $\langle A\rangle=\langle\psi,A\psi\rangle$. Then $\gamma_{pq}=\langle a_p^\dagger a_q\rangle=\langle a_p\psi,a_q\psi\rangle$ is the identity matrix, with trace $2$. For $\Gamma_{prsq}=\langle a_p^\dagger a_r^\dagger a_s a_q\rangle$,
$$\sum_r\Gamma_{0rr0}=\|a_0a_0\psi\|^2+\|a_1a_0\psi\|^2=0+1=(N-1)\gamma_{00}.$$
After $a_0$ has acted, the sum over $r$ counts the $N-1$ particles left.

**Q:** And in general?

**A:** Let $\hat N=\sum_r a_r^\dagger a_r$. The relations $\{a_p,a_q\}=0$ and $\{a_p,a_q^\dagger\}=\delta_{pq}$ give
$$a_r^\dagger a_ra_q=-a_r^\dagger a_qa_r=a_qa_r^\dagger a_r-\delta_{qr}a_r,$$
and summing over $r$ yields $\hat Na_q=a_q(\hat N-1)$. If $\psi$ is a unit vector with $\hat N\psi=N\psi$, then $\hat Na_q\psi=(N-1)a_q\psi$, so
$$\sum_r\Gamma_{prrq}=\langle a_p^\dagger\hat Na_q\rangle=(N-1)\gamma_{pq},\qquad \operatorname{tr}\gamma=\langle\hat N\rangle=N\langle\psi,\psi\rangle=N.$$

**Q:** I doubt that matrices capture this. Where is Fock space?

**A:** It is not built. The finite type `ι` labels modes, `n` labels a basis of a finite-dimensional state space, and `CAR a` says that the matrices `a p` obey the two relations, with `ᴴ` as the adjoint. Fock space over finitely many spin-orbitals is one such representation.

```lean
import Mathlib

open Matrix
open scoped ComplexOrder

namespace DensityMatrixContraction

noncomputable section

variable {ι n : Type*} [Fintype ι] [DecidableEq ι] [Fintype n] [DecidableEq n]

/-- Canonical anticommutation relations: `{a_p, a_q} = 0` and `{a_p, a_q†} = δ_pq`. -/
structure CAR (a : ι → Matrix n n ℂ) : Prop where
  ann_ann : ∀ p q, a p * a q + a q * a p = 0
  ann_cre : ∀ p q, a p * (a q)ᴴ + (a q)ᴴ * a p = if p = q then 1 else 0

/-- The number operator `N̂ = ∑_r a_r† a_r`. -/
def numberOp (a : ι → Matrix n n ℂ) : Matrix n n ℂ := ∑ r, (a r)ᴴ * a r
```

`expval ψ A` is $\langle\psi,A\psi\rangle$, antilinear in the first slot and not divided by the norm. The index orders are fixed as above, without a factor $\tfrac12$ in $\Gamma$.

```lean
/-- The matrix element `⟨ψ, A ψ⟩`. -/
def expval (ψ : n → ℂ) (A : Matrix n n ℂ) : ℂ := star ψ ⬝ᵥ A *ᵥ ψ

/-- The one-particle density matrix `γ_pq = ⟨ψ, a_p† a_q ψ⟩`. -/
def oneRDM (a : ι → Matrix n n ℂ) (ψ : n → ℂ) : Matrix ι ι ℂ :=
  Matrix.of fun p q => expval ψ ((a p)ᴴ * a q)

/-- The two-particle density matrix `Γ_prsq = ⟨ψ, a_p† a_r† a_s a_q ψ⟩`. -/
def twoRDM (a : ι → Matrix n n ℂ) (ψ : n → ℂ) (p r s q : ι) : ℂ :=
  expval ψ ((a p)ᴴ * (a r)ᴴ * a s * a q)
```

For a list $Q=(q_1,\dots,q_k)$ put $A_Q=a_{q_1}\cdots a_{q_k}$, the identity for the empty list, and $D(P,Q)=\langle A_P^\dagger A_Q\rangle$ for lists $P,Q$. Then $D((p),(q))=\gamma_{pq}$ and $D((r,p),(s,q))=\Gamma_{prsq}$.

```lean
/-- The product `a_{q₁} a_{q₂} ⋯ a_{q_k}` of annihilators for a list of modes. -/
def annString (a : ι → Matrix n n ℂ) (Q : List ι) : Matrix n n ℂ := (Q.map a).prod

/-- The many-particle density matrix element `D(P, Q) = ⟨ψ, (∏ a_P)† (∏ a_Q) ψ⟩`. -/
def rdm (a : ι → Matrix n n ℂ) (ψ : n → ℂ) (P Q : List ι) : ℂ :=
  expval ψ ((annString a P)ᴴ * annString a Q)
```

**Q:** Does the proof follow your derivation?

**A:** Closely. In the first lemma `key` is the reordering of $a_r^\dagger a_ra_q$, with `e` supplying the sign; the rest sums over $r$ and collapses $\delta_{qr}$.

```lean
/-- The anticommutation relations give `N̂ a_q = a_q (N̂ - 1)`. -/
theorem number_mul_annihilator {a : ι → Matrix n n ℂ} (h : CAR a) (q : ι) :
    numberOp a * a q = a q * (numberOp a - 1) := by
  -- move a_q to the left through a_r† a_r
  have key : ∀ r, (a r)ᴴ * a r * a q
      = a q * ((a r)ᴴ * a r) - (if q = r then (1 : Matrix n n ℂ) else 0) * a r := by
    intro r
    have e : a r * a q = -(a q * a r) := eq_neg_of_add_eq_zero_left (h.ann_ann r q)
    rw [← h.ann_cre q r, mul_assoc ((a r)ᴴ) (a r) (a q), e]
    noncomm_ring
  unfold numberOp
  rw [Finset.sum_mul, Finset.sum_congr rfl (fun r _ => key r), Finset.sum_sub_distrib,
    ← Finset.mul_sum, mul_sub, mul_one]
  congr 1
  simp
```

Applied to a vector $\phi$ with $\hat N\phi=c\phi$, it gives $\hat Na_q\phi=a_q(c\phi-\phi)$.

```lean
/-- If `N̂ φ = c φ` then `N̂ (a_q φ) = (c - 1) a_q φ`. -/
theorem number_after_annihilation {a : ι → Matrix n n ℂ} (h : CAR a) {φ : n → ℂ} {c : ℂ}
    (hφ : numberOp a *ᵥ φ = c • φ) (q : ι) :
    numberOp a *ᵥ (a q *ᵥ φ) = (c - 1) • (a q *ᵥ φ) := by
  rw [mulVec_mulVec, number_mul_annihilator h, ← mulVec_mulVec, sub_mulVec, hφ, one_mulVec,
    mulVec_sub, mulVec_smul, sub_smul, one_smul]
```

Induction on the list repeats this: each annihilator added on the left lowers the eigenvalue by one, so $\hat NA_Q\psi=(N-k)A_Q\psi$.

```lean
/-- If `N̂ ψ = N ψ` and `A` is a product of `k` annihilators, then `N̂ (A ψ) = (N - k) A ψ`. -/
theorem number_after_string {a : ι → Matrix n n ℂ} (h : CAR a) {ψ : n → ℂ} {N : ℂ}
    (hN : numberOp a *ᵥ ψ = N • ψ) (Q : List ι) :
    numberOp a *ᵥ (annString a Q *ᵥ ψ) = (N - (Q.length : ℂ)) • (annString a Q *ᵥ ψ) := by
  induction Q with
  | nil => simpa [annString] using hN
  | cons q Q ih =>
    have e : annString a (q :: Q) *ᵥ ψ = a q *ᵥ (annString a Q *ᵥ ψ) := by
      rw [mulVec_mulVec]
      simp [annString]
    have c : N - ((q :: Q).length : ℂ) = N - (Q.length : ℂ) - 1 := by
      rw [List.length_cons]
      push_cast
      ring
    rw [e, c]
    exact number_after_annihilation h ih q
```

Three lemmas use only linearity, not the anticommutation relations: sums leave the expectation value, $\sum_r\langle Ba_r^\dagger a_rA\rangle=\langle B\hat NA\rangle$ for any matrices $A,B$, and $\operatorname{tr}\gamma=\langle\hat N\rangle$.

```lean
omit [DecidableEq n] in
/-- The matrix element of a finite sum of operators is the sum of the matrix elements. -/
theorem expval_sum {κ : Type*} (ψ : n → ℂ) (s : Finset κ) (f : κ → Matrix n n ℂ) :
    expval ψ (∑ i ∈ s, f i) = ∑ i ∈ s, expval ψ (f i) := by
  classical
  induction s using Finset.induction_on with
  | empty => simp [expval]
  | insert b s hb ih =>
    rw [Finset.sum_insert hb, Finset.sum_insert hb, ← ih]
    simp only [expval, add_mulVec, dotProduct_add]

omit [DecidableEq ι] [DecidableEq n] in
/-- Summing over an inner pair inserts the number operator:
`∑_r ⟨B a_r† a_r A⟩ = ⟨B N̂ A⟩`. -/
theorem sum_inner_pair (a : ι → Matrix n n ℂ) (ψ : n → ℂ) (B A : Matrix n n ℂ) :
    ∑ r, expval ψ (B * (a r)ᴴ * a r * A) = expval ψ (B * numberOp a * A) := by
  rw [← expval_sum]
  simp only [numberOp, Finset.mul_sum, Finset.sum_mul, mul_assoc]

omit [DecidableEq ι] [DecidableEq n] in
/-- The trace of the one-particle density matrix is `⟨ψ, N̂ ψ⟩`. -/
theorem trace_oneRDM (a : ι → Matrix n n ℂ) (ψ : n → ℂ) :
    (oneRDM a ψ).trace = expval ψ (numberOp a) := by
  rw [numberOp, expval_sum]
  rfl
```

**Q:** Read me the main theorem. Why is $N$ complex?

**A:** Given `CAR a`, a unit vector `hψ` and the eigenvalue equation `hN`, the trace of $\gamma$ is $N$ and $\sum_r\Gamma_{prrq}=(N-1)\gamma_{pq}$ for all $p,q$. The algebra never uses reality of $N$, so it is not assumed; that $N$ is an integer is not derived either. The first half uses `trace_oneRDM`, `hN` and `hψ`; the second takes $B=a_p^\dagger$, $A=a_q$ in `sum_inner_pair` and lowers the eigenvalue once.

```lean
/-- For a unit vector with `N̂ ψ = N ψ`, `tr γ = N` and `∑_r Γ_prrq = (N - 1) γ_pq`. -/
theorem trace_and_contraction {a : ι → Matrix n n ℂ} (h : CAR a) {ψ : n → ℂ} {N : ℂ}
    (hψ : star ψ ⬝ᵥ ψ = 1) (hN : numberOp a *ᵥ ψ = N • ψ) :
    (oneRDM a ψ).trace = N ∧
      ∀ p q, ∑ r, twoRDM a ψ p r r q = (N - 1) * oneRDM a ψ p q := by
  constructor
  · rw [trace_oneRDM, expval, hN, dotProduct_smul, hψ, smul_eq_mul, mul_one]
  · intro p q
    unfold twoRDM
    rw [sum_inner_pair]
    simp only [oneRDM, of_apply, expval, ← mulVec_mulVec]
    -- N̂ acts on a_q ψ as N - 1
    rw [number_after_annihilation h hN q, mulVec_smul, dotProduct_smul, smul_eq_mul]
```

At any order, with $rP$ denoting $P$ with $r$ prepended and $k$ the length of $Q$, $\sum_rD(rP,rQ)=(N-k)D(P,Q)$. Step `e` uses $(a_rA_P)^\dagger=A_P^\dagger a_r^\dagger$ to expose the inner pair. Normalisation is not assumed, and empty lists give $\operatorname{tr}\gamma=N\langle\psi,\psi\rangle$.

```lean
/-- Contraction at every order: if `N̂ ψ = N ψ`, then
`∑_r D(r P, r Q) = (N - k) D(P, Q)` with `k` the length of `Q`. -/
theorem rdm_contraction {a : ι → Matrix n n ℂ} (h : CAR a) {ψ : n → ℂ} {N : ℂ}
    (hN : numberOp a *ᵥ ψ = N • ψ) (P Q : List ι) :
    ∑ r, rdm a ψ (r :: P) (r :: Q) = (N - (Q.length : ℂ)) * rdm a ψ P Q := by
  have e : ∀ r, rdm a ψ (r :: P) (r :: Q)
      = expval ψ ((annString a P)ᴴ * (a r)ᴴ * a r * annString a Q) := by
    intro r
    simp only [rdm, annString, List.map_cons, List.prod_cons, conjTranspose_mul, mul_assoc]
  rw [Finset.sum_congr rfl (fun r _ => e r), sum_inner_pair]
  simp only [rdm, expval, ← mulVec_mulVec]
  rw [number_after_string h hN Q, mulVec_smul, dotProduct_smul, smul_eq_mul]
```

**Q:** The eigenvalue equation is assumed. Would $\langle\hat N\rangle=N$ not suffice?

**A:** No. Take $\psi=(|00\rangle+|11\rangle)/\sqrt2$. Then $\gamma_{00}=\gamma_{11}=\tfrac12$ and $\operatorname{tr}\gamma=1$, so $N=1$ predicts $\sum_r\Gamma_{0rr0}=0$, whereas $\|a_1a_0\psi\|^2=\tfrac12$. Dropping normalisation breaks only the trace: $\psi=2|11\rangle$ has $N=2$ and $\operatorname{tr}\gamma=8$. These two examples, the opening values of $\gamma$ and $\Gamma$, and the sign rule below are arithmetic that Lean has not checked.

The next theorem says what does suffice. For unit $\psi$ and real $N$, $\hat N\psi=N\psi$ holds exactly when $\operatorname{tr}\gamma=N$ and $\sum_{p,r}\Gamma_{prrp}=N(N-1)$. For any $\psi$,
$$\sum_{p,r}\Gamma_{prrp}=\sum_p\langle a_p^\dagger\hat Na_p\rangle=\sum_p\langle a_p^\dagger a_p(\hat N-1)\rangle=\langle\hat N^2\rangle-\langle\hat N\rangle,$$
which is `t2`; the forward direction substitutes the eigenvalue. Backwards, $\hat N$ is Hermitian (`herm`, `hM`) and $N$ real, so
$$\|(\hat N-N)\psi\|^2=\langle\hat N^2\rangle-2N\langle\hat N\rangle+N^2=\big[\langle\hat N^2\rangle-\langle\hat N\rangle-N(N-1)\big]+(1-2N)\big[\langle\hat N\rangle-N\big].$$
Both brackets vanish by `e2` and `e1`, which is the `linear_combination` step, and a vector of zero norm is zero.

```lean
/-- For a unit vector and real `N`, `N̂ ψ = N ψ` holds exactly when `tr γ = N` and
`∑_pr Γ_prrp = N (N - 1)`. -/
theorem number_eigenstate_iff_traces {a : ι → Matrix n n ℂ} (h : CAR a) {ψ : n → ℂ} (N : ℝ)
    (hψ : star ψ ⬝ᵥ ψ = 1) :
    numberOp a *ᵥ ψ = (N : ℂ) • ψ ↔
      (oneRDM a ψ).trace = N ∧ ∑ p, ∑ r, twoRDM a ψ p r r p = (N : ℂ) * (N - 1) := by
  -- the full trace of Γ is ⟨N̂ (N̂ - 1)⟩
  have t2 : ∑ p, ∑ r, twoRDM a ψ p r r p
      = star ψ ⬝ᵥ numberOp a *ᵥ (numberOp a *ᵥ ψ) - star ψ ⬝ᵥ numberOp a *ᵥ ψ := by
    have e : ∀ p, ∑ r, twoRDM a ψ p r r p
        = expval ψ ((a p)ᴴ * a p * (numberOp a - 1)) := by
      intro p
      unfold twoRDM
      rw [sum_inner_pair, mul_assoc, number_mul_annihilator h, ← mul_assoc]
    rw [Finset.sum_congr rfl (fun p _ => e p), ← expval_sum, ← Finset.sum_mul]
    change expval ψ (numberOp a * (numberOp a - 1)) = _
    rw [expval, mul_sub, mul_one, sub_mulVec, dotProduct_sub, mulVec_mulVec]
  rw [t2, trace_oneRDM, expval]
  constructor
  · intro hN
    simp only [hN, mulVec_smul, dotProduct_smul, hψ, smul_eq_mul]
    constructor <;> ring
  · rintro ⟨e1, e2⟩
    have herm : (numberOp a)ᴴ = numberOp a := by
      simp [numberOp, conjTranspose_sum, conjTranspose_mul]
    have hM : ∀ w, star (numberOp a *ᵥ ψ) ⬝ᵥ w = star ψ ⬝ᵥ numberOp a *ᵥ w := by
      intro w
      rw [star_mulVec, herm, dotProduct_mulVec]
    -- the vector (N̂ - N) ψ has zero norm
    have hv : star (numberOp a *ᵥ ψ - (N : ℂ) • ψ) ⬝ᵥ (numberOp a *ᵥ ψ - (N : ℂ) • ψ) = 0 := by
      rw [star_sub, star_smul, sub_dotProduct, hM, smul_dotProduct]
      simp only [mulVec_sub, mulVec_smul, dotProduct_sub, dotProduct_smul, smul_eq_mul, hψ,
        Complex.star_def, Complex.conj_ofReal]
      linear_combination e2 + (1 - 2 * (N : ℂ)) * e1
    exact sub_eq_zero.mp (dotProduct_star_self_eq_zero.mp hv)
```

**Q:** Do matrices satisfying all of this exist?

**A:** Those of the opening example do. `jw 0` and `jw 1` are $a_0,a_1$ in the basis $|00\rangle,|01\rangle,|10\rangle,|11\rangle$, indexed $0$ to $3$, with mode $0$ the left digit; the entry $-1$ is the Jordan–Wigner sign. `car_witness` checks the relations entry by entry, and the norm and the eigenvalue $2$ of `filled`.

```lean
/-- Jordan-Wigner annihilators of two modes in the basis `|00⟩, |01⟩, |10⟩, |11⟩`. -/
def jw : Fin 2 → Matrix (Fin 4) (Fin 4) ℂ :=
  ![!![0, 0, 1, 0; 0, 0, 0, 1; 0, 0, 0, 0; 0, 0, 0, 0],
    !![0, 1, 0, 0; 0, 0, 0, 0; 0, 0, 0, -1; 0, 0, 0, 0]]

/-- The basis vector `|11⟩`. -/
def filled : Fin 4 → ℂ := ![0, 0, 0, 1]

/-- The two Jordan-Wigner modes obey the anticommutation relations, and `|11⟩` is a unit
vector with `N̂ ψ = 2 ψ`. -/
theorem car_witness :
    CAR jw ∧ star filled ⬝ᵥ filled = 1 ∧ numberOp jw *ᵥ filled = (2 : ℂ) • filled := by
  refine ⟨⟨?_, ?_⟩, ?_, ?_⟩
  · intro p q
    ext i j
    fin_cases p <;> fin_cases q <;> fin_cases i <;> fin_cases j <;>
      simp [jw]
  · intro p q
    ext i j
    fin_cases p <;> fin_cases q <;> fin_cases i <;> fin_cases j <;>
      simp only [Matrix.add_apply, Matrix.mul_apply, Fin.sum_univ_four, conjTranspose_apply] <;>
      simp [jw]
  · simp [filled, dotProduct, Fin.sum_univ_four]
  · ext i
    fin_cases i <;>
      simp [numberOp, jw, filled, Fin.sum_univ_two, Matrix.mulVec, dotProduct,
        Matrix.mul_apply, Fin.sum_univ_four, conjTranspose_apply]
    norm_num

end

end DensityMatrixContraction
```

```lean
#print axioms DensityMatrixContraction.trace_and_contraction
#print axioms DensityMatrixContraction.rdm_contraction
#print axioms DensityMatrixContraction.number_eigenstate_iff_traces
```

```
'DensityMatrixContraction.trace_and_contraction' depends on axioms: [propext, Classical.choice, Quot.sound]
'DensityMatrixContraction.rdm_contraction' depends on axioms: [propext, Classical.choice, Quot.sound]
'DensityMatrixContraction.number_eigenstate_iff_traces' depends on axioms: [propext, Classical.choice, Quot.sound]
```

**Q:** Where would I meet this, and what is left out?

**A:** In an electronic-structure calculation with a finite orthonormal spin-orbital basis and a pure state of fixed electron number, a stored array `G[p,r,s,q]` in this index order gives $\gamma$ as `einsum('prrq->pq', G)/(N-1)` for $N\ne1$, and the two traces check the normalisation. Order matters: $a_qa_r=-a_ra_q$ gives $\sum_r\Gamma_{prqr}=-(N-1)\gamma_{pq}$. Mixed states, spin-summed matrices, non-orthogonal orbitals and infinite bases are not treated. The equivalence concerns $\gamma$ and $\Gamma$ computed from a given $\psi$; it does not decide whether an arbitrary array with these traces comes from a state.
